# High-frequency expansion of a finite Lehmann Green's function in commutator moments

The model is written in an energy eigenbasis with finitely many states. The Hamiltonian is $H=\mathrm{diag}(E)$ and the statistical operator is $r=\mathrm{diag}(p)$, with real levels $E_n$ and real weights $p_n$. The operator whose propagation is studied is an arbitrary complex matrix $c$. The Green's function is the fermionic one, built from an anticommutator. It is defined by its Lehmann sum, and the moments are defined by traces of products that contain $r$, $c^\dagger$ and nested commutators of $c$ with $H$, so the relation between the two has to be proved.

The main result is that the moments, divided by successive powers of the complex frequency $z$, sum to the Green's function whenever $|z|$ exceeds the absolute value of every transition energy that carries nonzero spectral weight. In particular, this holds if $|z|>\max_{m,n}|E_n-E_m|$.

## States, levels and weights

The index type `ι` labels the eigenstates. For an electronic system these are many-body states, and $c_{mn}=\langle m|c|n\rangle$ may be the matrix of an annihilation operator. In a grand-canonical setting, $H$ is understood to include the term $-\mu\hat N$, where $\mu$ is the chemical potential and $\hat N$ the particle-number operator.

```lean
import Mathlib

open Matrix

namespace LehmannMomentExpansion

noncomputable section

variable {ι : Type*} [Fintype ι] [DecidableEq ι]
```

Both $H$ and $r$ are real diagonal matrices, so they commute and the state is stationary. The weights need not be thermal, normalised or, for most of the results, nonnegative.

```lean
/-- The diagonal matrix with real entries `d`, used for the Hamiltonian and for the
statistical operator in the energy basis. -/
def realDiag (d : ι → ℝ) : Matrix ι ι ℂ := Matrix.diagonal fun i => (d i : ℂ)
```

The commutator with the Hamiltonian is $L(A)=AH-HA$. With $\hbar=1$, the Heisenberg equation reads $i\,dA/dt=L(A)$, so $k$ nested commutators correspond to $k$ time derivatives.

```lean
/-- The commutator `L(A) = A H - H A` with the Hamiltonian `H = diag(E)`. -/
def commH (E : ι → ℝ) (A : Matrix ι ι ℂ) : Matrix ι ι ℂ :=
  A * realDiag E - realDiag E * A
```

Write $\varepsilon_{mn}=E_n-E_m$ for the transition energy. The order of the indices matches that of $c_{mn}$: an operator taking state $n$ to state $m$ gives a pole at $E_n-E_m$.

```lean
/-- The transition energy `E_n - E_m`. -/
def gap (E : ι → ℝ) (m n : ι) : ℝ := E n - E m
```

The spectral weight of this transition is
$$w_{mn}=(p_m+p_n)|c_{mn}|^2 .$$
The plus sign belongs to the fermionic Green's function, which is built from an anticommutator. A transition is called active below if $w_{mn}\ne0$.

```lean
/-- The spectral weight `(p_m + p_n) |c_mn|²` of the transition between `m` and `n`. -/
def weight (p : ι → ℝ) (c : Matrix ι ι ℂ) (m n : ι) : ℝ := (p m + p n) * ‖c m n‖ ^ 2
```

## The Green's function and its moments

The Green's function is the finite sum of poles
$$G(z)=\sum_{m,n}\frac{w_{mn}}{z-\varepsilon_{mn}} .$$
This formula is the starting point; its derivation from a time-dependent correlation function is not part of the development. Lean sets division by zero to zero, so an inactive transition contributes nothing even when $z$ equals its energy.

```lean
/-- The Green's function in Lehmann form, a sum of poles at the transition energies. -/
def green (E p : ι → ℝ) (c : Matrix ι ι ℂ) (z : ℂ) : ℂ :=
  ∑ m, ∑ n, (weight p c m n : ℂ) / (z - (gap E m n : ℂ))
```

The moments are
$$M_k=\mathrm{Tr}\bigl(r\,[L^k(c)c^\dagger+c^\dagger L^k(c)]\bigr),\qquad k=0,1,2,\ldots$$
For a normalised density matrix $r$, this is the expectation value of the anticommutator of $L^k(c)$ with $c^\dagger$. The definition contains no Lehmann sum. In Lean, `(commH E)^[k]` is the $k$-fold iterate of the commutator map, and `cᴴ` is the conjugate transpose. No anticommutation relations are imposed on $c$.

```lean
/-- The `k`-th moment `Tr(r (L^k(c) c* + c* L^k(c)))`, built from `k` nested commutators
with the Hamiltonian. -/
def moment (E p : ι → ℝ) (c : Matrix ι ι ℂ) (k : ℕ) : ℂ :=
  Matrix.trace (realDiag p * ((commH E)^[k] c * cᴴ + cᴴ * (commH E)^[k] c))
```

## Nested commutators become powers of the transition energy

Since $H$ is diagonal,
$$L(A)_{mn}=A_{mn}E_n-E_mA_{mn}=\varepsilon_{mn}A_{mn}.$$
Applying this $k$ times to $c$ gives
$$L^k(c)_{mn}=\varepsilon_{mn}^k c_{mn}.$$

```lean
/-- In the energy basis, `k` nested commutators multiply each matrix element of `c` by the
`k`-th power of its transition energy. -/
theorem iterate_commH_apply (E : ι → ℝ) (c : Matrix ι ι ℂ) (k : ℕ) (m n : ι) :
    ((commH E)^[k] c) m n = (gap E m n : ℂ) ^ k * c m n := by
  induction k with
  | zero => simp
  | succ k ih =>
    rw [Function.iterate_succ_apply', commH, Matrix.sub_apply, realDiag,
      Matrix.mul_diagonal, Matrix.diagonal_mul, ih, gap]
    push_cast
    ring
```

The proof is an induction on $k$. The lemmas for multiplication by a diagonal matrix supply the factors $E_n$ and $E_m$, and `ring` collects them into one more power of $\varepsilon_{mn}$.

## The trace is a spectral moment

The first ordering in the trace gives
$$\mathrm{Tr}(rL^k(c)c^\dagger)=\sum_{m,n}p_m\varepsilon_{mn}^k c_{mn}\overline{c_{mn}} .$$
In the second, the outer index of the trace is $n$:
$$\mathrm{Tr}(rc^\dagger L^k(c))=\sum_{m,n}p_n\overline{c_{mn}}\,\varepsilon_{mn}^k c_{mn}.$$
Adding the two and using $c_{mn}\overline{c_{mn}}=|c_{mn}|^2$ yields the sum rule
$$M_k=\sum_{m,n}w_{mn}\varepsilon_{mn}^k .$$
The right-hand side is real, although $c$ may be complex.

```lean
/-- The commutator moment equals the `k`-th power moment of the spectral weights. -/
theorem moment_eq (E p : ι → ℝ) (c : Matrix ι ι ℂ) (k : ℕ) :
    moment E p c k = ((∑ m, ∑ n, weight p c m n * gap E m n ^ k : ℝ) : ℂ) := by
  have h1 : Matrix.trace (realDiag p * ((commH E)^[k] c * cᴴ)) =
      ∑ m, ∑ n, (p m : ℂ) * ((gap E m n : ℂ) ^ k * c m n * star (c m n)) := by
    unfold Matrix.trace
    refine Finset.sum_congr rfl fun m _ => ?_
    rw [Matrix.diag_apply, realDiag, Matrix.diagonal_mul, Matrix.mul_apply, Finset.mul_sum]
    refine Finset.sum_congr rfl fun n _ => ?_
    rw [iterate_commH_apply, Matrix.conjTranspose_apply]
  have h2 : Matrix.trace (realDiag p * (cᴴ * (commH E)^[k] c)) =
      ∑ m, ∑ n, (p n : ℂ) * (star (c m n) * ((gap E m n : ℂ) ^ k * c m n)) := by
    rw [Finset.sum_comm]
    unfold Matrix.trace
    refine Finset.sum_congr rfl fun n _ => ?_
    rw [Matrix.diag_apply, realDiag, Matrix.diagonal_mul, Matrix.mul_apply, Finset.mul_sum]
    refine Finset.sum_congr rfl fun m _ => ?_
    rw [iterate_commH_apply, Matrix.conjTranspose_apply]
  rw [moment, mul_add, Matrix.trace_add, h1, h2, ← Finset.sum_add_distrib, Complex.ofReal_sum]
  refine Finset.sum_congr rfl fun m _ => ?_
  rw [← Finset.sum_add_distrib, Complex.ofReal_sum]
  refine Finset.sum_congr rfl fun n _ => ?_
  have hc : c m n * star (c m n) = ((‖c m n‖ ^ 2 : ℝ) : ℂ) := by
    rw [← Complex.normSq_eq_norm_sq]
    exact Complex.mul_conj _
  unfold weight
  push_cast at hc ⊢
  linear_combination ((p m : ℂ) + p n) * (gap E m n : ℂ) ^ k * hc
```

The intermediate results `h1` and `h2` are the two traces. In `h2`, `Finset.sum_comm` exchanges the sums to match the index order. The identity `hc` turns the product of conjugate matrix elements into a squared modulus, and `linear_combination` assembles the weight. The theorem writes the result as a real sum embedded in the complex numbers.

## Summing the geometric series

Suppose $|z|>|\varepsilon_{mn}|$ for every active transition. For each of them, $z\ne0$ and $|\varepsilon_{mn}/z|<1$, hence
$$\frac{w_{mn}}{z-\varepsilon_{mn}}
=\frac{w_{mn}}{z}\,\frac{1}{1-\varepsilon_{mn}/z}
=\sum_{k=0}^{\infty}\frac{w_{mn}\varepsilon_{mn}^k}{z^{k+1}} .$$
Inactive transitions contribute zero to both sides. There are finitely many pairs $(m,n)$, so the series can be added term by term, and the sum rule gives
$$G(z)=\sum_{k=0}^{\infty}\frac{M_k}{z^{k+1}} .$$

The hypothesis `hz` is the condition on active transitions. The conclusion `HasSum` says that the series converges, independently of the order of its terms, and that its value is `green E p c z`.

```lean
/-- High-frequency expansion: if `|z|` exceeds `|E_n - E_m|` for every transition of nonzero
spectral weight, the commutator moments divided by `z^(k+1)` sum to the Green's function. -/
theorem green_hasSum_moments (E p : ι → ℝ) (c : Matrix ι ι ℂ) (z : ℂ)
    (hz : ∀ m n, weight p c m n ≠ 0 → |gap E m n| < ‖z‖) :
    HasSum (fun k : ℕ => moment E p c k / z ^ (k + 1)) (green E p c z) := by
  -- each pole is a geometric series in (transition energy) / z
  have term : ∀ m n, HasSum
      (fun k : ℕ => (weight p c m n : ℂ) * (gap E m n : ℂ) ^ k / z ^ (k + 1))
      ((weight p c m n : ℂ) / (z - (gap E m n : ℂ))) := by
    intro m n
    by_cases hw : weight p c m n = 0
    · simp [hw, hasSum_zero]
    have hlt := hz m n hw
    have hpos : 0 < ‖z‖ := lt_of_le_of_lt (abs_nonneg _) hlt
    have hz0 : z ≠ 0 := norm_pos_iff.1 hpos
    have hne : z - (gap E m n : ℂ) ≠ 0 := by
      intro h
      rw [sub_eq_zero.1 h, Complex.norm_real, Real.norm_eq_abs] at hlt
      exact lt_irrefl _ hlt
    have hr : ‖(gap E m n : ℂ) / z‖ < 1 := by
      rw [norm_div, Complex.norm_real, Real.norm_eq_abs, div_lt_one hpos]
      exact hlt
    have hs := (hasSum_geometric_of_norm_lt_one hr).mul_left ((weight p c m n : ℂ) / z)
    have hval : (weight p c m n : ℂ) / z * (1 - (gap E m n : ℂ) / z)⁻¹ =
        (weight p c m n : ℂ) / (z - (gap E m n : ℂ)) := by
      have h1 : 1 - (gap E m n : ℂ) / z = (z - (gap E m n : ℂ)) / z := by
        rw [sub_div, div_self hz0]
      rw [h1, inv_div, div_mul_div_cancel₀ hz0]
    rw [hval] at hs
    refine hs.congr_fun ?_ |> id
    intro k
    rw [div_pow, div_mul_div_comm, pow_succ' z k]
  have h : HasSum (fun k : ℕ => ∑ m, ∑ n,
      (weight p c m n : ℂ) * (gap E m n : ℂ) ^ k / z ^ (k + 1)) (green E p c z) := by
    unfold green
    exact hasSum_sum fun m _ => hasSum_sum fun n _ => term m n
  have hf : (fun k : ℕ => moment E p c k / z ^ (k + 1)) = fun k : ℕ => ∑ m, ∑ n,
      (weight p c m n : ℂ) * (gap E m n : ℂ) ^ k / z ^ (k + 1) := by
    funext k
    rw [moment_eq]
    push_cast
    simp only [Finset.sum_div]
  rw [hf]
  exact h
```

The local result `term` treats one transition, with a case split on whether its weight vanishes. The library theorem `hasSum_geometric_of_norm_lt_one` supplies the series, and `hval` rewrites its value as a pole. Then `hasSum_sum` adds the transitions, and `hf` replaces their power sums by the commutator moments.

For a model with finitely many states and a normalised density matrix, this expansion ties the high-frequency tail of the Green's function to static expectation values, those of the anticommutators of $c^\dagger$ with the nested commutators $L^k(c)$. At a Matsubara frequency $z=i\omega$, the condition requires $|\omega|$ to exceed $|\varepsilon_{mn}|$ for every active transition. Models with infinitely many states are not covered.

## The exact remainder

A truncated expansion can be compared with $G$ even where the infinite series diverges. Let $z\ne0$ differ from every active transition energy. After the first $K$ moments,
$$G(z)-\sum_{k=0}^{K-1}\frac{M_k}{z^{k+1}}
=\sum_{m,n}w_{mn}\frac{(\varepsilon_{mn}/z)^K}{z-\varepsilon_{mn}} .$$
For $K=0$ this is the definition of $G$. Subtracting the next moment changes each active term according to
$$\frac{(\varepsilon_{mn}/z)^K}{z-\varepsilon_{mn}}-\frac{\varepsilon_{mn}^K}{z^{K+1}}
=\frac{(\varepsilon_{mn}/z)^{K+1}}{z-\varepsilon_{mn}},$$
because $\frac{1}{z-\varepsilon_{mn}}-\frac1z=\frac{\varepsilon_{mn}}{z(z-\varepsilon_{mn})}$.

```lean
/-- Exact remainder after `K` moments, at any nonzero `z` that is not a transition energy of
nonzero spectral weight. -/
theorem green_sub_partial_sum (E p : ι → ℝ) (c : Matrix ι ι ℂ) (z : ℂ) (hz0 : z ≠ 0)
    (hz : ∀ m n, weight p c m n ≠ 0 → z ≠ (gap E m n : ℂ)) (K : ℕ) :
    green E p c z - ∑ k ∈ Finset.range K, moment E p c k / z ^ (k + 1) =
      ∑ m, ∑ n, (weight p c m n : ℂ) * ((gap E m n : ℂ) / z) ^ K
        / (z - (gap E m n : ℂ)) := by
  induction K with
  | zero => simp [green]
  | succ K ih =>
    rw [Finset.sum_range_succ, ← sub_sub, ih, moment_eq]
    push_cast
    simp only [Finset.sum_div, ← Finset.sum_sub_distrib]
    refine Finset.sum_congr rfl fun m _ => Finset.sum_congr rfl fun n _ => ?_
    by_cases hw : weight p c m n = 0
    · simp [hw]
    have hne : z - (gap E m n : ℂ) ≠ 0 := sub_ne_zero.2 (hz m n hw)
    rw [div_pow, div_pow]
    field_simp
    ring
```

The Lean proof is the same induction on $K$. It combines the finite sums and compares them pair by pair; `field_simp` and `ring` check the identity for an active pair.

## A bound on the truncation error

Let $\Omega\ge0$ bound the active transition energies, $|\varepsilon_{mn}|\le\Omega$, and let $|z|>\Omega$. The reverse triangle inequality gives
$$|z-\varepsilon_{mn}|\ge |z|-|\varepsilon_{mn}|\ge |z|-\Omega .$$
Taking absolute values in the remainder then gives
$$\left|G(z)-\sum_{k=0}^{K-1}\frac{M_k}{z^{k+1}}\right|
\le\left(\sum_{m,n}|w_{mn}|\right)\frac{(\Omega/|z|)^K}{|z|-\Omega}.$$
The constant $\Omega$ bounds the magnitudes of the active transition energies, not the width of the interval they occupy, and is supplied with this property as a hypothesis. Each further moment multiplies the bound by $\Omega/|z|$.

```lean
/-- Truncation error: if `|E_n - E_m| ≤ Ω` for all transitions of nonzero weight and `0 ≤ Ω < |z|`,
the error after `K` moments is at most `(Ω/|z|)^K / (|z| - Ω)` times the sum of the absolute
spectral weights. -/
theorem truncation_error_le (E p : ι → ℝ) (c : Matrix ι ι ℂ) (z : ℂ) (Ω : ℝ) (hΩ : 0 ≤ Ω)
    (hE : ∀ m n, weight p c m n ≠ 0 → |gap E m n| ≤ Ω) (hz : Ω < ‖z‖) (K : ℕ) :
    ‖green E p c z - ∑ k ∈ Finset.range K, moment E p c k / z ^ (k + 1)‖ ≤
      (∑ m, ∑ n, |weight p c m n|) * ((Ω / ‖z‖) ^ K / (‖z‖ - Ω)) := by
  have hd : 0 < ‖z‖ - Ω := sub_pos.2 hz
  have hz0 : z ≠ 0 := norm_pos_iff.1 (lt_of_le_of_lt hΩ hz)
  have hpole : ∀ m n, weight p c m n ≠ 0 → z ≠ (gap E m n : ℂ) := by
    intro m n hw h
    have h1 := hE m n hw
    rw [h, Complex.norm_real, Real.norm_eq_abs] at hz
    linarith
  rw [green_sub_partial_sum E p c z hz0 hpole K, Finset.sum_mul]
  refine (norm_sum_le _ _).trans (Finset.sum_le_sum fun m _ => ?_)
  rw [Finset.sum_mul]
  refine (norm_sum_le _ _).trans (Finset.sum_le_sum fun n _ => ?_)
  by_cases hw : weight p c m n = 0
  · simp [hw]
  have hg := hE m n hw
  -- the distance from z to the pole is at least |z| - Ω
  have hden : ‖z‖ - Ω ≤ ‖z - (gap E m n : ℂ)‖ := by
    have h := norm_sub_norm_le z (gap E m n : ℂ)
    rw [Complex.norm_real, Real.norm_eq_abs] at h
    linarith
  rw [norm_div, norm_mul, norm_pow, norm_div, Complex.norm_real, Complex.norm_real,
    Real.norm_eq_abs, Real.norm_eq_abs, ← mul_div_assoc]
  exact div_le_div₀ (by positivity) (by gcongr) hd hden
```

The proof first derives from `hE` and `hz` that $z$ avoids the active poles, so the exact remainder applies. Two uses of `norm_sum_le` are the triangle inequality for the double sum, and `hden` is the lower bound on the distance to a pole.

## Where the moment series converges

For nonnegative weights $p_n$ and $z\ne0$, the condition on $|z|$ is also necessary. Suppose that the series converges but some active transition has $|\varepsilon_{mn}|\ge|z|$. All spectral weights are nonnegative and even powers are nonnegative, so no other transition can cancel its contribution to an even moment:
$$M_{2N}\ge w_{mn}\varepsilon_{mn}^{2N}\ge w_{mn}|z|^{2N}.$$
Therefore
$$\left|\frac{M_{2N}}{z^{2N+1}}\right|\ge\frac{w_{mn}}{|z|}>0$$
for every $N$. The terms do not tend to zero, which contradicts convergence. Conversely, if $|z|$ exceeds $|\varepsilon_{mn}|$ for every active transition, the expansion already proved gives convergence.

The hypothesis `hp` expresses the nonnegativity of populations. `Summable` states that the series converges, without naming its value.

```lean
/-- For nonnegative populations and `z ≠ 0`, the moment series converges exactly when `|z|` exceeds
`|E_n - E_m|` for every transition of nonzero spectral weight. -/
theorem summable_moments_iff (E p : ι → ℝ) (hp : ∀ i, 0 ≤ p i) (c : Matrix ι ι ℂ) (z : ℂ)
    (hz0 : z ≠ 0) :
    Summable (fun k : ℕ => moment E p c k / z ^ (k + 1)) ↔
      ∀ m n, weight p c m n ≠ 0 → |gap E m n| < ‖z‖ := by
  refine ⟨fun hs m n hw => ?_, fun h => (green_hasSum_moments E p c z h).summable⟩
  by_contra hcon
  have hle : ‖z‖ ≤ |gap E m n| := not_lt.1 hcon
  have hzp : 0 < ‖z‖ := norm_pos_iff.2 hz0
  have hnn : ∀ a b, 0 ≤ weight p c a b := fun a b =>
    mul_nonneg (add_nonneg (hp a) (hp b)) (sq_nonneg _)
  have hwp : 0 < weight p c m n := lt_of_le_of_ne (hnn m n) (Ne.symm hw)
  obtain ⟨N, hN⟩ := Metric.tendsto_atTop.1 hs.tendsto_atTop_zero
    (weight p c m n / ‖z‖) (div_pos hwp hzp)
  have hlt := hN (2 * N) (by omega)
  -- an even moment has only nonnegative contributions, so one transition bounds it below
  have hterm : ∀ a b, 0 ≤ weight p c a b * gap E a b ^ (2 * N) := fun a b =>
    mul_nonneg (hnn a b) ((even_two_mul N).pow_nonneg _)
  have h1 : weight p c m n * gap E m n ^ (2 * N) ≤
      ∑ b, weight p c m b * gap E m b ^ (2 * N) :=
    Finset.single_le_sum (f := fun b => weight p c m b * gap E m b ^ (2 * N))
      (fun b _ => hterm m b) (Finset.mem_univ n)
  have h2 : ∑ b, weight p c m b * gap E m b ^ (2 * N) ≤
      ∑ a, ∑ b, weight p c a b * gap E a b ^ (2 * N) :=
    Finset.single_le_sum (f := fun a => ∑ b, weight p c a b * gap E a b ^ (2 * N))
      (fun a _ => Finset.sum_nonneg fun b _ => hterm a b) (Finset.mem_univ m)
  have h3 : weight p c m n * ‖z‖ ^ (2 * N) ≤ weight p c m n * gap E m n ^ (2 * N) := by
    rw [← (even_two_mul N).pow_abs (gap E m n)]
    gcongr
  have h4 := mul_le_mul_of_nonneg_right (h3.trans (h1.trans h2)) hzp.le
  rw [dist_zero_right, norm_div, norm_pow, moment_eq, Complex.norm_real, Real.norm_eq_abs,
    abs_of_nonneg (Finset.sum_nonneg fun a _ => Finset.sum_nonneg fun b _ => hterm a b),
    div_lt_div_iff₀ (pow_pos hzp _) hzp, pow_succ, ← mul_assoc] at hlt
  exact absurd hlt (not_lt_of_ge h4)

end

end LehmannMomentExpansion
```

Convergence provides an $N$ beyond which all terms are smaller in modulus than $w_{mn}/|z|$, and the proof examines the term with index $2N$. The inequalities `h1` and `h2` isolate the chosen transition from the double sum, `h3` compares its energy with $|z|$, and `h4` combines them into the contradiction.

```lean
#print axioms LehmannMomentExpansion.green_hasSum_moments
-- 'LehmannMomentExpansion.green_hasSum_moments' depends on axioms: [propext, Classical.choice, Quot.sound]
#print axioms LehmannMomentExpansion.truncation_error_le
-- 'LehmannMomentExpansion.truncation_error_le' depends on axioms: [propext, Classical.choice, Quot.sound]
#print axioms LehmannMomentExpansion.summable_moments_iff
-- 'LehmannMomentExpansion.summable_moments_iff' depends on axioms: [propext, Classical.choice, Quot.sound]
```
